# The magnetic coupling of a point charge to a polynomial field as a finite multipole sum

The theorem `magneticCoupling_multipole` concerns one charge q at position r with velocity v, in a magnetic field B whose three components are real polynomials in the coordinates. It states that the coupling energy −q (r × v) · ∫₀¹ s B(s r) ds equals the sum over n < N of −q (r × v) · B⁽ⁿ⁾ / (n! (n + 2)), where B⁽ⁿ⁾ is the n-th derivative of s ↦ B(s r) at s = 0. The sum is finite because N is assumed to exceed the degree in s of every component of B(s r). The proof applies the one-dimensional result `magnetic_line_integral` to each component along the ray, at x = 1, and then exchanges the sums over components and over n.

The first attempt, which Lean rejects:

```lean
import Mathlib

open Matrix

namespace PZWMultipole

noncomputable section

/-- The `n`-th derivative of a polynomial field at the origin is `n!` times its `n`-th
coefficient. -/
theorem derivative_at_origin (F : Polynomial ℝ) (n : ℕ) :
    (Polynomial.derivative^[n] F).eval 0 = (n.factorial : ℝ) * F.coeff n := by
  rw [← Polynomial.coeff_zero_eq_eval_zero, Polynomial.coeff_iterate_derivative, zero_add,
    Nat.descFactorial_self, nsmul_eq_mul]

/-- The integral of `s ^ k * F(s x)` over `s` from `0` to `1`, for a polynomial field `F`, as a sum
over the derivatives of the field at the origin. -/
theorem line_moment (F : Polynomial ℝ) {N : ℕ} (hN : F.natDegree < N) (k : ℕ) (x : ℝ) :
    ∫ s in (0 : ℝ)..1, s ^ k * F.eval (s * x) =
      ∑ n ∈ Finset.range N, (Polynomial.derivative^[n] F).eval 0 * x ^ n /
        ((n.factorial : ℝ) * ((n : ℝ) + k + 1)) := by
  -- expand the field in powers of the line parameter
  have h : ∀ s : ℝ, s ^ k * F.eval (s * x) =
      ∑ n ∈ Finset.range N, F.coeff n * x ^ n * s ^ (n + k) := by
    intro s
    rw [Polynomial.eval_eq_sum_range' hN, Finset.mul_sum]
    refine Finset.sum_congr rfl fun n _ => ?_
    ring
  simp_rw [h]
  rw [intervalIntegral.integral_finsetSum
    (fun n _ => Continuous.intervalIntegrable (by fun_prop) _ _)]
  -- integrate each power separately
  refine Finset.sum_congr rfl fun n _ => ?_
  rw [intervalIntegral.integral_const_mul, integral_pow, derivative_at_origin, one_pow,
    zero_pow (Nat.succ_ne_zero _), sub_zero]
  have h1 : (n.factorial : ℝ) ≠ 0 := by positivity
  have h2 : (n : ℝ) + k + 1 ≠ 0 := by positivity
  push_cast
  field_simp

/-- Magnetic PZW line integral on a line: the `n`-th derivative of the field at the origin
enters with `x ^ n / (n! (n + 2))`. -/
theorem magnetic_line_integral (B : Polynomial ℝ) {N : ℕ} (hN : B.natDegree < N) (x : ℝ) :
    ∫ s in (0 : ℝ)..1, s * B.eval (s * x) =
      ∑ n ∈ Finset.range N, (Polynomial.derivative^[n] B).eval 0 * x ^ n /
        ((n.factorial : ℝ) * ((n : ℝ) + 2)) := by
  have h := line_moment B hN 1 x
  simp only [pow_one, Nat.cast_one] at h
  rw [h]
  refine Finset.sum_congr rfl fun n _ => ?_
  rw [show (n : ℝ) + 1 + 1 = (n : ℝ) + 2 by ring]

/-- A polynomial field component in space, restricted to the ray `s ↦ s r`. -/
def alongRay (r : Fin 3 → ℝ) (F : MvPolynomial (Fin 3) ℝ) : Polynomial ℝ :=
  MvPolynomial.aeval (fun i => Polynomial.C (r i) * Polynomial.X) F

/-- The `n`-th derivative of `s ↦ F(s r)` at `s = 0`. -/
def rayDerivative (n : ℕ) (r : Fin 3 → ℝ) (F : MvPolynomial (Fin 3) ℝ) : ℝ :=
  (Polynomial.derivative^[n] (alongRay r F)).eval 0

/-- Magnetic coupling energy `-q (r × v) · ∫ s B(s r) ds` of a charge `q` at position `r`
with velocity `v`. -/
def magneticCoupling (q : ℝ) (r v : Fin 3 → ℝ) (B : Fin 3 → MvPolynomial (Fin 3) ℝ) : ℝ :=
  -q * ∑ i, (r ⨯₃ v) i * ∫ s in (0 : ℝ)..1, s * MvPolynomial.eval (s • r) (B i)

/-- The restricted field at parameter `s` is the field at the point `s r`. -/
theorem eval_alongRay (r : Fin 3 → ℝ) (F : MvPolynomial (Fin 3) ℝ) (s : ℝ) :
    (alongRay r F).eval s = MvPolynomial.eval (s • r) F := by
  unfold alongRay
  induction F using MvPolynomial.induction_on with
  | C a => simp [Polynomial.algebraMap_eq]
  | add p q hp hq => simp only [map_add, Polynomial.eval_add, hp, hq]
  | mul_X p i hp =>
    simp only [map_mul, MvPolynomial.aeval_X, Polynomial.eval_mul, hp, Polynomial.eval_C,
      Polynomial.eval_X, MvPolynomial.eval_X, Pi.smul_apply, smul_eq_mul]
    ring

/-- Multipole series of the magnetic coupling in space: the `n`-th derivative of the field
along `r` enters with `1 / (n! (n + 2))`. -/
theorem magneticCoupling_multipole (q : ℝ) (r v : Fin 3 → ℝ)
    (B : Fin 3 → MvPolynomial (Fin 3) ℝ) {N : ℕ}
    (hN : ∀ i, (alongRay r (B i)).natDegree < N) :
    magneticCoupling q r v B = ∑ n ∈ Finset.range N, -q * ∑ i, (r ⨯₃ v) i *
      (rayDerivative n r (B i) / ((n.factorial : ℝ) * ((n : ℝ) + 2))) := by
  have h : ∀ i, ∫ s in (0 : ℝ)..1, s * MvPolynomial.eval (s • r) (B i) =
      ∑ n ∈ Finset.range N,
        rayDerivative n r (B i) / ((n.factorial : ℝ) * ((n : ℝ) + 2)) := by
    intro i
    have h1 := magnetic_line_integral (alongRay r (B i)) (hN i) 1
    simpa only [mul_one, one_pow, eval_alongRay] using h1
  simp only [magneticCoupling, h, Finset.mul_sum]
  exact Finset.sum_comm

end

end PZWMultipole
```

Lean reports:

```
Main.lean:90:4: error: Type mismatch: After simplification, term
  h1
 has type
  @Eq ℝ (∫ (s : ℝ) in 0..1, s * (MvPolynomial.eval (s • r)) (B i))
    (∑ x ∈ Finset.range N,
      Polynomial.eval 0 ((⇑Polynomial.derivative)^[x] (alongRay r (B i))) / (↑x.factorial * (↑x + 2)))
but is expected to have type
  @Eq ℝ (∫ (s : ℝ) in 0..1, s * (MvPolynomial.eval (s • r)) (B i))
    (∑ n ∈ Finset.range N, rayDerivative n r (B i) / (↑n.factorial * (↑n + 2)))
```

Diagnosis. The single error is at the `simpa only` step that should turn `h1`, the one-dimensional result, into the formula for component `i`. After simplification the two integrals agree, and so do the denominators. The numerators do not: `h1` has the derivative written out, as `Polynomial.eval 0` of the iterated derivative of `alongRay r (B i)`, while the goal has `rayDerivative n r (B i)`.

These are the same quantity by the definition of `rayDerivative`. But `simp only` unfolds a definition only if it is told to, and `rayDerivative` was not in the list. Nor does the final comparison made by `simpa` unfold an ordinary `def` such as this one, so Lean reported a type mismatch.

The repair adds `rayDerivative` to the list. The simplifier then replaces it in the goal by its definition, and the two sides match.

The repair, with which the file compiles:

```diff
@@ -88,5 +88,5 @@
     intro i
     have h1 := magnetic_line_integral (alongRay r (B i)) (hN i) 1
-    simpa only [mul_one, one_pow, eval_alongRay] using h1
+    simpa only [mul_one, one_pow, eval_alongRay, rayDerivative] using h1
   simp only [magneticCoupling, h, Finset.mul_sum]
   exact Finset.sum_comm
```
